# Ehrenfest's theorem on a periodic grid: momentum changes at the rate of a bond-weighted force

## A force balance that fails

Put a particle on a single site of a periodic grid with at least three sites, in a potential that slopes there. The sampled continuum formula \(-\sum_n V'(x_n)|\psi_n|^2\) predicts a nonzero force. Yet the grid momentum defined below has zero time derivative at that instant. A simulation that compares the two reports a violation of Ehrenfest's theorem even if its time integration is exact.

The mismatch lies in the force. With the three-point kinetic energy and the central-difference momentum, the matching force lives on the bonds between sites. For one particle on a one-dimensional ring, this gives an exact identity against which a propagation code can be tested, up to its time-stepping error.

## The grid and its momentum

The sites are \(n\in\mathbb Z/N\), with spacing \(a>0\), mass \(m>0\) and \(\hbar>0\). Write \(T=\hbar^2/(2ma^2)\) for the hopping energy and let \(V_n\) be real. The equation of motion is

\[
i\hbar\,\psi_n'=(H\psi)_n=-T(\psi_{n+1}+\psi_{n-1}-2\psi_n)+V_n\psi_n .
\]

With the bond amplitude \(b_n=\overline{\psi_n}\,\psi_{n+1}\), the momentum is \(p=(\hbar/a)\sum_n\operatorname{Im}b_n\). For a normalised state it is the expectation of the central-difference operator. Shifting the index gives \(\sum_n\overline{\psi_n}\psi_{n-1}=\sum_n\overline{b_n}\), so

\[
\sum_n\overline{\psi_n}\,\frac{-i\hbar(\psi_{n+1}-\psi_{n-1})}{2a}
=\frac{-i\hbar}{2a}\sum_n(b_n-\overline{b_n})=p .
\]

## The momentum law and its derivation

The claim is

\[
p'=-\sum_n\frac{V_{n+1}-V_n}{a}\operatorname{Re}b_n .
\]

Since \(\psi_n'=-(i/\hbar)(H\psi)_n\), the product rule gives

\[
b_n'=\frac{i}{\hbar}\left[\overline{(H\psi)_n}\,\psi_{n+1}-\overline{\psi_n}(H\psi)_{n+1}\right].
\]

Because \(V\) is real, the bracket equals

\[
T\left(|\psi_n|^2-\overline{\psi_{n-1}}\psi_{n+1}\right)
-T\left(|\psi_{n+1}|^2-\overline{\psi_n}\psi_{n+2}\right)
-(V_{n+1}-V_n)b_n .
\]

Define \(J_n=T\left(|\psi_n|^2-\operatorname{Re}(\overline{\psi_{n-1}}\psi_{n+1})\right)\), which is \(a\) times the momentum flux through site \(n\). As \(\operatorname{Im}(iz)=\operatorname{Re}z\), each bond obeys

\[
\frac{\hbar}{a}\operatorname{Im}b_n'=-\frac{J_{n+1}-J_n}{a}-\frac{V_{n+1}-V_n}{a}\operatorname{Re}b_n .
\]

Summed around the ring, the flux differences cancel and the claim remains.

## Position and the seam

Label the sites \(n=0,\ldots,N-1\) and set \(x_n=an\). The equation of motion gives

\[
(|\psi_n|^2)'=-\frac{\hbar}{ma^2}(\operatorname{Im}b_n-\operatorname{Im}b_{n-1}).
\]

Multiply by \(x_n\) and sum by parts. The label rises by one along every bond, except that on the bond from \(N-1\) to \(0\) it also drops by \(N\). Hence

\[
\Big(\sum_n x_n|\psi_n|^2\Big)'=\frac pm-\frac{N\hbar}{ma}\operatorname{Im}b_{N-1}.
\]

The familiar velocity law therefore holds at a given time exactly when no current crosses the seam.

## When the force vanishes

If \(V\) is uniform, every term of the force is zero. Conversely, let \(N\ge3\) and take the normalised state with amplitude \(1/\sqrt2\) on sites \(j\) and \(j+1\). Only the bond between them contributes, and the force is \(-(V_{j+1}-V_j)/(2a)\). If the force vanishes in every state, all neighbouring values of \(V\) agree, so \(V\) is uniform.

For \(N=2\) the two bonds have conjugate amplitudes and opposite potential differences. Their forces cancel for every \(V\), so the bound \(N\ge3\) in this characterisation is sharp.

## A complex potential breaks the law

Take \(N=3\), the uniform potential \(V_n=-i\gamma\) with \(\gamma>0\), and the initial state \(\psi_n=e^{2\pi in/3}/\sqrt3\). Initially \(p=\sqrt3\,\hbar/(2a)\). Absorption shrinks the norm, and with it the momentum, so that \(p'=-2\gamma p/\hbar\ne0\). All potential differences are zero, and the formula would give \(p'=0\). The failure concerns \(p\) as defined above: the normalised mean momentum \(p/\sum_n|\psi_n|^2\) stays constant in this example.

## How the Lean statements express this

`Params` holds the three positive constants, and `Params.hop` is \(T\). A state is a function `ZMod N → ℂ`, so `n + 1` and `n - 1` wrap around the ring. The potential has type `ZMod N → ℝ`, which makes it real and independent of time.

`IsSolution` assumes that each amplitude is differentiable at every time and satisfies the equation of motion; existence of a solution is not part of the statement. `bond`, `momentum`, `meanForce` and `momentumFlux` are \(b_n\), \(p\), the force and \(J_n\).

`ehrenfest_momentum` says that the momentum has derivative `meanForce` at every time `t`. It needs only \(N\ge1\), supplied by `NeZero N`; the condition `3 ≤ N` appears only in `meanForce_eq_zero_iff`. In `ehrenfest_position`, the site `-1` is \(N-1\).

Normalisation is not assumed. For an unnormalised state, `position`, `momentum` and `meanForce` must be divided by \(\sum_n|\psi_n|^2\) to give expectation values.

Time is continuous and space is discrete. The theorems concern neither the limit \(a\to0\) nor Newton's equation for the mean position, and the weight \(\operatorname{Re}b_n\) can be negative, unlike a probability.

## The complete file

```lean
import Mathlib

open ComplexConjugate

namespace PeriodicGridEhrenfest

noncomputable section

/-- The reduced Planck constant, the particle mass and the grid spacing, all positive. -/
structure Params where
  hbar : ℝ
  m : ℝ
  a : ℝ
  hbar_pos : 0 < hbar
  m_pos : 0 < m
  a_pos : 0 < a

/-- The hopping energy `ħ² / (2 m a²)`. -/
def Params.hop (P : Params) : ℝ := P.hbar ^ 2 / (2 * P.m * P.a ^ 2)

variable {N : ℕ} [NeZero N]

/-- The grid Hamiltonian: three-point kinetic energy plus a real potential. -/
def hamiltonian (P : Params) (V : ZMod N → ℝ) (ψ : ZMod N → ℂ) (n : ZMod N) : ℂ :=
  -(P.hop : ℂ) * (ψ (n + 1) + ψ (n - 1) - 2 * ψ n) + (V n : ℂ) * ψ n

/-- `ψ` is differentiable in time and obeys `iħ ψ' = H ψ` at every site and time. -/
def IsSolution (P : Params) (V : ZMod N → ℝ) (ψ : ℝ → ZMod N → ℂ) : Prop :=
  ∀ t n, DifferentiableAt ℝ (fun s => ψ s n) t ∧
    Complex.I * (P.hbar : ℂ) * deriv (fun s => ψ s n) t = hamiltonian P V (ψ t) n

/-- The amplitude product `conj ψ_n ψ_(n+1)` on the bond from `n` to `n + 1`. -/
def bond (ψ : ZMod N → ℂ) (n : ZMod N) : ℂ := conj (ψ n) * ψ (n + 1)

/-- The grid momentum `(ħ/a) ∑ Im (conj ψ_n ψ_(n+1))`. -/
def momentum (P : Params) (ψ : ZMod N → ℂ) : ℝ := P.hbar / P.a * ∑ n, (bond ψ n).im

/-- The mean force: minus the potential difference quotient, weighted by the real part
of the bond amplitude product. -/
def meanForce (P : Params) (V : ZMod N → ℝ) (ψ : ZMod N → ℂ) : ℝ :=
  -∑ n, (V (n + 1) - V n) / P.a * (bond ψ n).re

/-- The momentum flux through site `n`, multiplied by the grid spacing `a`. -/
def momentumFlux (P : Params) (ψ : ZMod N → ℂ) (n : ZMod N) : ℝ :=
  P.hop * (Complex.normSq (ψ n) - (conj (ψ (n - 1)) * ψ (n + 1)).re)

/-- The mean position `∑ x_n |ψ_n|²` with `x_n = a n` for `n = 0, ..., N - 1`. -/
def position (P : Params) (ψ : ZMod N → ℂ) : ℝ :=
  ∑ n, P.a * (n.val : ℝ) * Complex.normSq (ψ n)

/-- A sum around the ring is unchanged by a shift of one site. -/
theorem sum_shift {M : Type*} [AddCommMonoid M] (f : ZMod N → M) :
    ∑ n, f (n + 1) = ∑ n, f n :=
  Equiv.sum_comp (Equiv.addRight (1 : ZMod N)) f

/-- The site label grows by one along each bond, except on the bond from `N - 1` to `0`,
where it also drops by `N`. -/
theorem val_succ (n : ZMod N) :
    ((n + 1).val : ℝ) = n.val + 1 - if n = -1 then (N : ℝ) else 0 := by
  have hv := ZMod.val_lt n
  have hc : ((n.val + 1 : ℕ) : ZMod N) = n + 1 := by
    rw [Nat.cast_succ, ZMod.natCast_zmod_val]
  have hval : (n + 1).val = (n.val + 1) % N := by rw [← hc, ZMod.val_natCast]
  by_cases h : n = -1
  · have h0 : n + 1 = 0 := by rw [h, neg_add_cancel]
    rw [h0, ZMod.val_zero] at hval
    have hN : n.val + 1 = N :=
      le_antisymm hv (Nat.le_of_dvd (Nat.succ_pos _) (Nat.dvd_of_mod_eq_zero hval.symm))
    have hR : (n.val : ℝ) + 1 = N := by exact_mod_cast hN
    rw [if_pos h, h0, ZMod.val_zero, Nat.cast_zero]
    linarith
  · have hne : n.val + 1 ≠ N := fun e =>
      h (eq_neg_of_add_eq_zero_left (by rw [← hc, e, ZMod.natCast_self]))
    rw [if_neg h, hval, Nat.mod_eq_of_lt (by omega)]
    push_cast
    ring

/-- The grid momentum is the sum over `n` of `conj ψ_n` times the central difference `-iħ (ψ_(n+1) -
ψ_(n-1)) / (2a)`. -/
theorem momentum_eq_central_difference (P : Params) (ψ : ZMod N → ℂ) :
    ∑ n, conj (ψ n) * (-Complex.I * P.hbar * (ψ (n + 1) - ψ (n - 1)) / (2 * P.a))
      = (momentum P ψ : ℂ) := by
  have hs := sum_shift (fun n => conj (ψ n) * ψ (n - 1))
  simp only [add_sub_cancel_right] at hs
  have e1 : ∑ n, conj (ψ n) * (-Complex.I * P.hbar * (ψ (n + 1) - ψ (n - 1)) / (2 * P.a))
      = -Complex.I * P.hbar / (2 * P.a) *
        (∑ n, conj (ψ n) * ψ (n + 1) - ∑ n, conj (ψ n) * ψ (n - 1)) := by
    rw [← Finset.sum_sub_distrib, Finset.mul_sum]
    exact Finset.sum_congr rfl fun n _ => by ring
  rw [e1, ← hs, ← Finset.sum_sub_distrib]
  simp only [momentum, Complex.ofReal_mul, Complex.ofReal_div, Complex.ofReal_sum]
  rw [Finset.mul_sum, Finset.mul_sum]
  refine Finset.sum_congr rfl fun n _ => ?_
  -- a number minus its conjugate is twice its imaginary part times `i`
  have hz : conj (ψ n) * ψ (n + 1) - conj (ψ (n + 1)) * ψ n
      = 2 * ((bond ψ n).im : ℂ) * Complex.I := by
    apply Complex.ext <;>
    simp only [bond, Complex.sub_re, Complex.sub_im, Complex.mul_re, Complex.mul_im,
      Complex.conj_re, Complex.conj_im, Complex.ofReal_re, Complex.ofReal_im,
      Complex.re_ofNat, Complex.im_ofNat, Complex.I_re, Complex.I_im] <;> ring
  rw [hz]
  linear_combination (-((P.hbar : ℂ) / P.a * ((bond ψ n).im : ℂ))) * Complex.I_sq

variable {P : Params} {V : ZMod N → ℝ} {ψ : ℝ → ZMod N → ℂ}

omit [NeZero N] in
/-- The Schrödinger equation on the grid, split into real and imaginary parts. -/
theorem deriv_parts (h : IsSolution P V ψ) (t : ℝ) (n : ZMod N) :
    HasDerivAt (fun s => (ψ s n).re) ((-P.hop * ((ψ t (n + 1)).im + (ψ t (n - 1)).im
      - 2 * (ψ t n).im) + V n * (ψ t n).im) / P.hbar) t ∧
    HasDerivAt (fun s => (ψ s n).im) (-(-P.hop * ((ψ t (n + 1)).re + (ψ t (n - 1)).re
      - 2 * (ψ t n).re) + V n * (ψ t n).re) / P.hbar) t := by
  obtain ⟨hd, he⟩ := h t n
  have h1 : HasDerivAt (fun s => (ψ s n).re) (deriv (fun s => ψ s n) t).re t :=
    Complex.reCLM.hasFDerivAt.comp_hasDerivAt t hd.hasDerivAt
  have h2 : HasDerivAt (fun s => (ψ s n).im) (deriv (fun s => ψ s n) t).im t :=
    Complex.imCLM.hasFDerivAt.comp_hasDerivAt t hd.hasDerivAt
  have hr := congrArg Complex.re he
  have hi := congrArg Complex.im he
  simp only [hamiltonian, Complex.add_re, Complex.add_im, Complex.sub_re, Complex.sub_im,
    Complex.neg_re, Complex.neg_im, Complex.mul_re, Complex.mul_im, Complex.ofReal_re,
    Complex.ofReal_im, Complex.re_ofNat, Complex.im_ofNat, Complex.I_re, Complex.I_im] at hr hi
  refine ⟨h1.congr_deriv ?_, h2.congr_deriv ?_⟩
  · rw [eq_div_iff P.hbar_pos.ne']
    linear_combination hi
  · rw [eq_div_iff P.hbar_pos.ne']
    linear_combination (-1 : ℝ) * hr

omit [NeZero N] in
/-- Local momentum balance: the momentum of one bond changes by the difference of the quantity
`momentumFlux / a` at its two ends and by the force on the bond. -/
theorem bond_momentum_balance (h : IsSolution P V ψ) (t : ℝ) (n : ZMod N) :
    HasDerivAt (fun s => P.hbar / P.a * (bond (ψ s) n).im)
      (-(momentumFlux P (ψ t) (n + 1) - momentumFlux P (ψ t) n) / P.a
        - (V (n + 1) - V n) / P.a * (bond (ψ t) n).re) t := by
  obtain ⟨hu, hv⟩ := deriv_parts h t n
  obtain ⟨hu', hv'⟩ := deriv_parts h t (n + 1)
  have key := ((hu.fun_mul hv').fun_sub (hv.fun_mul hu')).const_mul (P.hbar / P.a)
  have hfun : (fun s => P.hbar / P.a * (bond (ψ s) n).im) = fun s => P.hbar / P.a *
      ((ψ s n).re * (ψ s (n + 1)).im - (ψ s n).im * (ψ s (n + 1)).re) := by
    funext s
    simp only [bond, Complex.mul_im, Complex.conj_re, Complex.conj_im]
    ring
  rw [hfun]
  refine key.congr_deriv ?_
  have h1 := P.hbar_pos.ne'
  have h2 := P.a_pos.ne'
  simp only [momentumFlux, bond, Complex.mul_re, Complex.conj_re, Complex.conj_im,
    Complex.normSq_apply, add_sub_cancel_right]
  field_simp
  ring

/-- Ehrenfest theorem on the periodic grid: the time derivative of the grid momentum is
the mean force. -/
theorem ehrenfest_momentum (h : IsSolution P V ψ) (t : ℝ) :
    HasDerivAt (fun s => momentum P (ψ s)) (meanForce P V (ψ t)) t := by
  have hs := HasDerivAt.fun_sum (u := Finset.univ)
    (fun n _ => bond_momentum_balance h t n)
  have hfun : (fun s => momentum P (ψ s))
      = fun s => ∑ n, P.hbar / P.a * (bond (ψ s) n).im := by
    funext s
    rw [momentum, Finset.mul_sum]
  rw [hfun]
  refine hs.congr_deriv ?_
  -- the flux differences cancel around the ring
  have h0 : ∑ n, -(momentumFlux P (ψ t) (n + 1) - momentumFlux P (ψ t) n) / P.a = 0 := by
    rw [← Finset.sum_div, Finset.sum_neg_distrib, Finset.sum_sub_distrib,
      sum_shift (momentumFlux P (ψ t))]
    simp
  rw [Finset.sum_sub_distrib, h0, zero_sub]
  rfl

/-- The mean position moves with velocity `p/m`, corrected by a term proportional to the
current through the bond from site `N - 1` to site `0`. -/
theorem ehrenfest_position (h : IsSolution P V ψ) (t : ℝ) :
    HasDerivAt (fun s => position P (ψ s))
      (momentum P (ψ t) / P.m - N * (P.hbar / (P.m * P.a)) * (bond (ψ t) (-1)).im) t := by
  have h1 := P.hbar_pos.ne'
  have h2 := P.a_pos.ne'
  have h3 := P.m_pos.ne'
  have hd : ∀ n, HasDerivAt (fun s => Complex.normSq (ψ s n))
      (-(P.hbar / (P.m * P.a ^ 2)) * ((bond (ψ t) n).im - (bond (ψ t) (n - 1)).im)) t := by
    intro n
    obtain ⟨hu, hv⟩ := deriv_parts h t n
    simp only [Complex.normSq_apply]
    refine ((hu.fun_mul hu).fun_add (hv.fun_mul hv)).congr_deriv ?_
    simp only [bond, Params.hop, Complex.mul_im, Complex.conj_re, Complex.conj_im,
      sub_add_cancel]
    field_simp
    ring
  have hs := HasDerivAt.fun_sum (u := Finset.univ)
    (fun n _ => (hd n).const_mul (P.a * (n.val : ℝ)))
  refine hs.congr_deriv ?_
  -- summation by parts, with the jump of the coordinate at the seam
  have key := sum_shift (fun n : ZMod N => (n.val : ℝ) * (bond (ψ t) (n - 1)).im)
  have hterm : ∀ n : ZMod N, ((n + 1).val : ℝ) * (bond (ψ t) n).im
      = (n.val : ℝ) * (bond (ψ t) n).im + (bond (ψ t) n).im
        - if n = -1 then (N : ℝ) * (bond (ψ t) n).im else 0 := by
    intro n
    rw [val_succ]
    split_ifs <;> ring
  simp only [add_sub_cancel_right, hterm, Finset.sum_sub_distrib, Finset.sum_add_distrib,
    Finset.sum_ite_eq', Finset.mem_univ, if_true] at key
  have e1 : ∑ n : ZMod N, P.a * (n.val : ℝ) * (-(P.hbar / (P.m * P.a ^ 2)) *
        ((bond (ψ t) n).im - (bond (ψ t) (n - 1)).im))
      = -(P.a * (P.hbar / (P.m * P.a ^ 2))) * (∑ n : ZMod N, (n.val : ℝ) * (bond (ψ t) n).im
        - ∑ n : ZMod N, (n.val : ℝ) * (bond (ψ t) (n - 1)).im) := by
    rw [← Finset.sum_sub_distrib, Finset.mul_sum]
    exact Finset.sum_congr rfl fun n _ => by ring
  rw [e1, ← key, momentum]
  field_simp
  ring

/-- On a ring of at least three sites the mean force vanishes in every state exactly when
the potential is uniform. -/
theorem meanForce_eq_zero_iff (hN : 3 ≤ N) (P : Params) (V : ZMod N → ℝ) :
    (∀ φ, meanForce P V φ = 0) ↔ ∀ n, V n = V 0 := by
  constructor
  · intro h
    have h1 : (1 : ZMod N) ≠ 0 := by
      intro e
      have hv : ((1 : ℕ) : ZMod N).val = 1 := ZMod.val_natCast_of_lt (by omega)
      rw [Nat.cast_one, e, ZMod.val_zero] at hv
      omega
    have h2 : (1 + 1 : ZMod N) ≠ 0 := by
      intro e
      have hv : ((2 : ℕ) : ZMod N).val = 2 := ZMod.val_natCast_of_lt (by omega)
      have h0 : ((2 : ℕ) : ZMod N) = 0 := by
        push_cast
        linear_combination e
      rw [h0, ZMod.val_zero] at hv
      omega
    have step : ∀ j, V (j + 1) = V j := by
      intro j
      -- a state on two neighbouring sites feels only the bond between them
      obtain ⟨φ, hφ⟩ : ∃ φ : ZMod N → ℂ, ∀ k, φ k = if k = j ∨ k = j + 1 then 1 else 0 :=
        ⟨_, fun _ => rfl⟩
      have e : meanForce P V φ = -((V (j + 1) - V j) / P.a) := by
        unfold meanForce
        rw [Finset.sum_eq_single j]
        · simp [bond, hφ]
        · intro k _ hk
          have hb : bond φ k = 0 := by
            by_cases hk1 : k = j + 1
            · have hz : φ (k + 1) = 0 := by
                rw [hφ, hk1]
                refine if_neg ?_
                rintro (e | e)
                · exact h2 (by linear_combination e)
                · exact h1 (by linear_combination e)
              rw [bond, hz, mul_zero]
            · have hz : φ k = 0 := by
                rw [hφ]
                exact if_neg (not_or.2 ⟨hk, hk1⟩)
              rw [bond, hz, map_zero, zero_mul]
          rw [hb, Complex.zero_re, mul_zero]
        · intro hj
          exact absurd (Finset.mem_univ j) hj
      rw [h φ] at e
      have e0 : (V (j + 1) - V j) / P.a = 0 := by linarith
      rcases div_eq_zero_iff.1 e0 with e' | e'
      · linarith
      · exact absurd e' P.a_pos.ne'
    have hall : ∀ k : ℕ, V (k : ZMod N) = V 0 := by
      intro k
      induction k with
      | zero => rw [Nat.cast_zero]
      | succ k ih => rw [Nat.cast_succ, step, ih]
    intro n
    have hn := hall n.val
    rwa [ZMod.natCast_zmod_val] at hn
  · intro h φ
    refine neg_eq_zero.2 (Finset.sum_eq_zero fun n _ => ?_)
    rw [h (n + 1), h n, sub_self, zero_div, zero_mul]

/-- On a ring of two sites the mean force vanishes for every potential and every state. -/
theorem meanForce_two_sites (P : Params) (V : ZMod 2 → ℝ) (φ : ZMod 2 → ℂ) :
    meanForce P V φ = 0 := by
  have h2 : ∀ n : ZMod 2, n + 1 + 1 = n := by decide
  have hs := sum_shift (fun n => (V (n + 1) - V n) / P.a * (bond φ n).re)
  -- the two bonds carry opposite forces
  have hn : ∀ n, (V (n + 1 + 1) - V (n + 1)) / P.a * (bond φ (n + 1)).re
      = -((V (n + 1) - V n) / P.a * (bond φ n).re) := by
    intro n
    simp only [bond, h2 n, Complex.mul_re, Complex.conj_re, Complex.conj_im]
    ring
  simp only [hn, Finset.sum_neg_distrib] at hs
  unfold meanForce
  linarith

end

end PeriodicGridEhrenfest
```

```lean
#print axioms PeriodicGridEhrenfest.ehrenfest_momentum
-- 'PeriodicGridEhrenfest.ehrenfest_momentum' depends on axioms: [propext, Classical.choice, Quot.sound]
#print axioms PeriodicGridEhrenfest.ehrenfest_position
-- 'PeriodicGridEhrenfest.ehrenfest_position' depends on axioms: [propext, Classical.choice, Quot.sound]
#print axioms PeriodicGridEhrenfest.meanForce_eq_zero_iff
-- 'PeriodicGridEhrenfest.meanForce_eq_zero_iff' depends on axioms: [propext, Classical.choice, Quot.sound]
#print axioms PeriodicGridEhrenfest.meanForce_two_sites
-- 'PeriodicGridEhrenfest.meanForce_two_sites' depends on axioms: [propext, Classical.choice, Quot.sound]
```

## How the proof follows the derivation

`sum_shift` is the change of index around the ring. `momentum_eq_central_difference` uses it to pair each bond amplitude with its conjugate.

`deriv_parts` splits the Schrödinger equation into derivatives of \(\operatorname{Re}\psi_n\) and \(\operatorname{Im}\psi_n\). The real part of the complex equation determines the derivative of the imaginary part, and the other way round, because of the factor \(i\).

`bond_momentum_balance` writes \(\operatorname{Im}b_n\) in these real components and applies the product rule. `field_simp` clears the denominators and `ring` checks the algebra that was done above with complex numbers. `ehrenfest_momentum` sums this balance over the sites; its step `h0` is the cancellation of the fluxes.

`val_succ` records how the site label changes along a bond, including its drop at the seam. In `ehrenfest_position`, `hd` is the local law for \(|\psi_n|^2\), and `key` is the summation by parts. The `if` in `hterm` selects the seam bond and produces the correction.

In `meanForce_eq_zero_iff`, `h1` and `h2` show that neither one nor two steps return to the starting site, which is where \(N\ge3\) enters. The test state `φ` has amplitude 1 on two neighbouring sites, so its force is twice the normalised value given above. `step` equates neighbouring potentials, and induction carries the equality around the ring. `meanForce_two_sites` shifts the force sum by one bond, finds that it equals its own negative, and concludes that it is zero.
